# For Hermitian matrices T and V and β ≠ 0, the one-slice partition function is exact only if T and V commute

## Two levels

Take $A=a\sigma_x$ and $B=b\sigma_z$, with real $a,b$ and Pauli matrices $\sigma_x,\sigma_z$. Splitting the exponential into one or two slices gives

$$\mathrm{Tr}(e^Ae^B)=2\cosh a\cosh b,$$
$$\mathrm{Tr}\,(e^{A/2}e^{B/2})^2=2\cosh a\cosh b-4\sinh^2\tfrac a2\,\sinh^2\tfrac b2.$$

The second trace is smaller unless $a=0$ or $b=0$, which is when $A$ and $B$ commute. The exact trace $\mathrm{Tr}\,e^{A+B}$ never exceeds the two-slice value, so a nonzero commutator rules out one-slice exactness.

## The criterion in words

For Hermitian complex matrices $A,B$ of the same finite size, `golden_thompson_eq_iff` states

$$\mathrm{Tr}\,e^{A+B}=\mathrm{Tr}(e^Ae^B)\iff AB=BA.$$

In `oneSlice_exact_iff`, $A=-\beta T$ and $B=-\beta V$. There `partitionFunction β (T + V)` is $\mathrm{Tr}\,e^{-\beta(T+V)}$, and `oneSlice β T V` is $\mathrm{Tr}(e^{-\beta T}e^{-\beta V})$. The type `Matrix n n ℂ` carries a finite index set `n`, and `IsHermitian` is the only condition on $T$ and $V$. In a path integral they are the kinetic and potential energies. The parameter $\beta$ is any nonzero real number, with inverse temperature as the physical case.

For a Hamiltonian in a finite basis, a one-bead path integral with the splitting $e^{-\beta T}e^{-\beta V}$ therefore has no special $\beta\ne0$ at which noncommuting parts give the exact partition function. Unbounded operators on a continuous coordinate are not covered, nor is exactness with more than one slice.

## Doubling the slices

Write $M^\dagger$ for the conjugate transpose. For all $M$, Hermitian $P,Q$ and $k\ge0$, we show together

$$(a_k)\quad |\mathrm{Tr}\,M^{2^{k+1}}|\le\mathrm{Re\,Tr}(MM^\dagger)^{2^k},$$
$$(b_k)\quad |\mathrm{Tr}(PQ)^{2^k}|\le\tfrac12\mathrm{Re}\,(\mathrm{Tr}\,P^{2^{k+1}}+\mathrm{Tr}\,Q^{2^{k+1}}).$$

For $k=0$, both follow from
$$|\mathrm{Tr}\,MN|\le\sum_{ij}|M_{ij}||N_{ji}|\le\tfrac12(\mathrm{Tr}\,MM^\dagger+\mathrm{Tr}\,NN^\dagger).$$

For the next $k$, apply $(a_k)$ to $M^2$. By cyclicity the bound is $\mathrm{Re\,Tr}(M^\dagger M\,MM^\dagger)^{2^k}$, and $(b_k)$ with $P=M^\dagger M$, $Q=MM^\dagger$ gives $(a_{k+1})$. Applying $(a_k)$ to $PQ$ gives the bound $\mathrm{Re\,Tr}(P^2Q^2)^{2^k}$, and $(b_k)$ for $P^2,Q^2$ gives $(b_{k+1})$.

Let $Z_p=\mathrm{Tr}(e^{A/p}e^{B/p})^p$ with $p=2^k$. Putting $M=e^{A/2p}e^{B/2p}$ in $(a_k)$ and using cyclicity yields $\mathrm{Re}\,Z_{2p}\le\mathrm{Re}\,Z_p$.

## The limit of many slices

Let $\|\cdot\|$ be a submultiplicative matrix norm with $\|1\|=1$, and set $x=e^{A/p}e^{B/p}$ and $y=e^{(A+B)/p}$. Both $p(x-1)$ and $p(y-1)$ tend to $A+B$, so $p\|x-y\|\to0$. With $c=\|A+B\|+1$, both norms are eventually at most $e^{c/p}$, and

$$x^p-y^p=\sum_{j=0}^{p-1}x^j(x-y)y^{p-1-j}$$

gives $\|x^p-y^p\|\le e^c\,p\|x-y\|\to0$. Since $y^p=e^{A+B}$, we get $\mathrm{Re\,Tr}\,e^{A+B}\le\mathrm{Re}\,Z_2$.

## From equal traces to commuting matrices

Let $X=e^{A/2}$ and $Y=e^{B/2}$. Expanding and using cyclicity,

$$\sum_{ij}|(XY-YX)_{ij}|^2=2\,[\mathrm{Tr}(X^2Y^2)-\mathrm{Tr}(XY)^2]=2(Z_1-Z_2).$$

If $\mathrm{Tr}\,e^{A+B}=Z_1$, then $\mathrm{Re}\,Z_1\le\mathrm{Re}\,Z_2$, the sum vanishes and $XY=YX$.

In an eigenbasis of $A$ with eigenvalues $a_i$, this reads $(e^{a_i/2}-e^{a_j/2})Y_{ij}=0$. Where $Y_{ij}\ne0$, injectivity of the real exponential gives $a_i=a_j$, so $AY=YA$. The same argument in an eigenbasis of $B$ gives $AB=BA$.

Conversely, commuting matrices satisfy $e^{A+B}=e^Ae^B$. For $A=-\beta T$ and $B=-\beta V$, $AB-BA=\beta^2(TV-VT)$, which gives the criterion at $\beta\ne0$.

## The Lean file

```lean
import Mathlib

open Matrix Filter Topology
open NormedSpace (exp)
open scoped Matrix.Norms.Operator

namespace GoldenThompsonEquality

variable {n : Type*} [Fintype n] [DecidableEq n]

/-- The exact partition function `Tr exp(-βH)`. -/
noncomputable def partitionFunction (β : ℝ) (H : Matrix n n ℂ) : ℂ :=
  (exp ((-β) • H)).trace

/-- The one-slice partition function `Tr (exp(-βT) exp(-βV))`. -/
noncomputable def oneSlice (β : ℝ) (T V : Matrix n n ℂ) : ℂ :=
  (exp ((-β) • T) * exp ((-β) • V)).trace

/-- The trace of a power of a product is unchanged when the two factors are exchanged. -/
theorem trace_mul_pow_comm (U V : Matrix n n ℂ) (m : ℕ) :
    ((U * V) ^ m).trace = ((V * U) ^ m).trace := by
  cases m with
  | zero => simp
  | succ m =>
    have h : U * (V * U) ^ m = (U * V) ^ m * U :=
      ((show SemiconjBy U (V * U) (U * V) from (mul_assoc U V U).symm).pow_right m).eq
    rw [pow_succ, ← mul_assoc, ← h, Matrix.trace_mul_comm, ← mul_assoc, ← pow_succ']

/-- For Hermitian `P`, `Q`, the powers of `(PQ)(PQ)ᴴ` and of `P²Q²` have equal traces. -/
theorem trace_merge_slices {P Q : Matrix n n ℂ} (hP : P.IsHermitian) (hQ : Q.IsHermitian)
    (m : ℕ) : ((P * Q * (P * Q)ᴴ) ^ m).trace = ((P * P * (Q * Q)) ^ m).trace := by
  rw [conjTranspose_mul, hP.eq, hQ.eq,
    show P * Q * (Q * P) = (P * (Q * Q)) * P by simp only [mul_assoc],
    trace_mul_pow_comm, ← mul_assoc P P]

omit [DecidableEq n] in
/-- The real part of the trace of `M Mᴴ` is the sum of the squared moduli of the entries of `M`. -/
theorem trace_mul_conjTranspose_re (M : Matrix n n ℂ) :
    (M * Mᴴ).trace.re = ∑ i, ∑ j, ‖M i j‖ ^ 2 := by
  simp only [Matrix.trace, Matrix.diag_apply, Matrix.mul_apply, Matrix.conjTranspose_apply,
    Complex.re_sum]
  refine Finset.sum_congr rfl fun i _ => Finset.sum_congr rfl fun j _ => ?_
  rw [← Complex.normSq_eq_norm_sq, Complex.normSq_apply]
  simp [Complex.mul_re]

/-- Trace bounds for powers `2^k`: one for an arbitrary matrix against `M Mᴴ`, one for a
product of two Hermitian matrices against the powers of its factors. -/
theorem trace_pow_bounds (k : ℕ) :
    (∀ M : Matrix n n ℂ, ‖(M ^ 2 ^ (k + 1)).trace‖ ≤ ((M * Mᴴ) ^ 2 ^ k).trace.re) ∧
    (∀ P Q : Matrix n n ℂ, P.IsHermitian → Q.IsHermitian → ‖((P * Q) ^ 2 ^ k).trace‖ ≤
      ((P ^ 2 ^ (k + 1)).trace.re + (Q ^ 2 ^ (k + 1)).trace.re) / 2) := by
  -- bound on the trace pairing, from `2ab ≤ a² + b²` entry by entry
  have cs : ∀ M N : Matrix n n ℂ,
      ‖(M * N).trace‖ ≤ ((M * Mᴴ).trace.re + (N * Nᴴ).trace.re) / 2 := by
    intro M N
    have h2 : ∑ i, ∑ j, ‖N i j‖ ^ 2 = ∑ i, ∑ j, ‖N j i‖ ^ 2 := Finset.sum_comm
    rw [trace_mul_conjTranspose_re M, trace_mul_conjTranspose_re N, h2,
      ← Finset.sum_add_distrib, Finset.sum_div]
    simp only [Matrix.trace, Matrix.diag_apply, Matrix.mul_apply]
    refine (norm_sum_le _ _).trans (Finset.sum_le_sum fun i _ => ?_)
    rw [← Finset.sum_add_distrib, Finset.sum_div]
    refine (norm_sum_le _ _).trans (Finset.sum_le_sum fun j _ => ?_)
    rw [norm_mul]
    nlinarith [sq_nonneg (‖M i j‖ - ‖N j i‖)]
  have dbl : ∀ (M : Matrix n n ℂ) (j : ℕ), M ^ 2 ^ (j + 1) = (M * M) ^ 2 ^ j := by
    intro M j
    rw [pow_succ' 2 j, pow_mul, pow_two]
  induction k with
  | zero =>
    refine ⟨fun M => ?_, fun P Q hP hQ => ?_⟩
    · have h := cs M M
      simp only [zero_add, pow_zero, pow_one, pow_two]
      linarith
    · have h := cs P Q
      rw [hP.eq, hQ.eq] at h
      simp only [zero_add, pow_zero, pow_one, pow_two]
      linarith
  | succ k ih =>
    obtain ⟨ihM, ihP⟩ := ih
    refine ⟨fun M => ?_, fun P Q hP hQ => ?_⟩
    · have h1 := ihM (M * M)
      have h2 : ((M * M * (M * M)ᴴ) ^ 2 ^ k).trace
          = ((Mᴴ * M * (M * Mᴴ)) ^ 2 ^ k).trace := by
        rw [conjTranspose_mul,
          show M * M * (Mᴴ * Mᴴ) = (M * (M * Mᴴ)) * Mᴴ by simp only [mul_assoc],
          trace_mul_pow_comm, ← mul_assoc Mᴴ M]
      have h3 := ihP (Mᴴ * M) (M * Mᴴ) (isHermitian_conjTranspose_mul_self M)
        (isHermitian_mul_conjTranspose_self M)
      rw [trace_mul_pow_comm Mᴴ M] at h3
      rw [h2] at h1
      rw [dbl M (k + 1)]
      linarith [Complex.re_le_norm ((Mᴴ * M * (M * Mᴴ)) ^ 2 ^ k).trace]
    · have h1 := ihM (P * Q)
      rw [trace_merge_slices hP hQ] at h1
      have h3 := ihP (P * P) (Q * Q)
        (by rw [Matrix.IsHermitian, conjTranspose_mul, hP.eq])
        (by rw [Matrix.IsHermitian, conjTranspose_mul, hQ.eq])
      rw [dbl P (k + 1), dbl Q (k + 1)]
      linarith [Complex.re_le_norm ((P * P * (Q * Q)) ^ 2 ^ k).trace]

/-- Two sequences of short-time steps with the same generator `D` have the same limiting
behaviour after `2^k` steps. -/
theorem product_limit {E : Type*} [NormedRing E] [NormOneClass E] [NormedAlgebra ℝ E]
    {x y : ℕ → E} {D : E}
    (hx : Tendsto (fun k => (2 : ℝ) ^ k • (x k - 1)) atTop (𝓝 D))
    (hy : Tendsto (fun k => (2 : ℝ) ^ k • (y k - 1)) atTop (𝓝 D)) :
    Tendsto (fun k => x k ^ 2 ^ k - y k ^ 2 ^ k) atTop (𝓝 0) := by
  -- telescoping estimate for a difference of powers
  have tel : ∀ (a b : E) (r : ℝ), 1 ≤ r → ‖a‖ ≤ r → ‖b‖ ≤ r → ∀ m : ℕ,
      ‖a ^ m - b ^ m‖ ≤ m * r ^ m * ‖a - b‖ := by
    intro a b r hr ha hb m
    have r0 : 0 ≤ r := by linarith
    induction m with
    | zero => simp
    | succ m ih =>
      have e : a ^ (m + 1) - b ^ (m + 1) = a ^ m * (a - b) + (a ^ m - b ^ m) * b := by
        simp only [pow_succ, mul_sub, sub_mul]
        abel
      have h1 : ‖a ^ m‖ ≤ r ^ (m + 1) := (norm_pow_le a m).trans
        ((pow_le_pow_left₀ (norm_nonneg _) ha m).trans (pow_le_pow_right₀ hr m.le_succ))
      calc ‖a ^ (m + 1) - b ^ (m + 1)‖
          ≤ ‖a ^ m‖ * ‖a - b‖ + ‖a ^ m - b ^ m‖ * ‖b‖ := by
            rw [e]
            exact (norm_add_le _ _).trans (add_le_add (norm_mul_le _ _) (norm_mul_le _ _))
        _ ≤ r ^ (m + 1) * ‖a - b‖ + (m * r ^ m * ‖a - b‖) * r := by gcongr
        _ = ((m + 1 : ℕ) : ℝ) * r ^ (m + 1) * ‖a - b‖ := by push_cast; ring
  have bd : ∀ z : ℕ → E, Tendsto (fun k => (2 : ℝ) ^ k • (z k - 1)) atTop (𝓝 D) →
      ∀ᶠ k in atTop, ‖z k‖ ≤ Real.exp ((‖D‖ + 1) / 2 ^ k) := by
    intro z hz
    filter_upwards [hz.norm.eventually_le_const (lt_add_one ‖D‖)] with k hk
    rw [norm_smul, Real.norm_of_nonneg (by positivity)] at hk
    have h1 : ‖z k - 1‖ ≤ (‖D‖ + 1) / 2 ^ k := by
      rw [le_div_iff₀ (by positivity)]
      linarith
    have h2 : ‖z k‖ ≤ ‖z k - 1‖ + 1 := by simpa using norm_add_le (z k - 1) 1
    linarith [Real.add_one_le_exp ((‖D‖ + 1) / 2 ^ k)]
  have h0 := (hx.sub hy).norm.const_mul (Real.exp (‖D‖ + 1))
  rw [sub_self, norm_zero, mul_zero] at h0
  refine squeeze_zero_norm' ?_ h0
  filter_upwards [bd x hx, bd y hy] with k h1 h2
  have h := tel _ _ _ (Real.one_le_exp (by positivity)) h1 h2 (2 ^ k)
  have e1 : Real.exp ((‖D‖ + 1) / 2 ^ k) ^ 2 ^ k = Real.exp (‖D‖ + 1) := by
    rw [← Real.exp_nat_mul]
    congr 1
    push_cast
    field_simp
  rw [← smul_sub, sub_sub_sub_cancel_right, norm_smul, Real.norm_of_nonneg (by positivity)]
  rw [e1] at h
  push_cast at h
  linarith

/-- For Hermitian `A` and `B`, the real part of `Tr exp(A+B)` is at most that of the two-slice trace
`Tr (exp(A/2) exp(B/2))²`. -/
theorem exact_le_two_slices {A B : Matrix n n ℂ} (hA : A.IsHermitian) (hB : B.IsHermitian) :
    (exp (A + B)).trace.re ≤
      ((exp ((2⁻¹ : ℝ) • A) * exp ((2⁻¹ : ℝ) • B)) ^ 2).trace.re := by
  rcases isEmpty_or_nonempty n with hn | hn
  · simp [Matrix.trace]
  have tk : Tendsto (fun k : ℕ => ((2 : ℝ) ^ k)⁻¹) atTop (𝓝[≠] 0) := by
    refine tendsto_nhdsWithin_iff.2 ⟨?_, Eventually.of_forall fun k => by simp⟩
    simp only [← inv_pow]
    exact tendsto_pow_atTop_nhds_zero_of_lt_one (by norm_num) (by norm_num)
  have slope : ∀ g : ℝ → Matrix n n ℂ, g 0 = 1 → HasDerivAt g (A + B) 0 →
      Tendsto (fun k : ℕ => (2 : ℝ) ^ k • (g ((2 ^ k)⁻¹) - 1)) atTop (𝓝 (A + B)) := by
    intro g h0 hg
    have h := (hasDerivAt_iff_tendsto_slope_zero.1 hg).comp tk
    simp only [Function.comp_def, inv_inv, zero_add, h0] at h
    exact h
  have d1 : HasDerivAt (fun t : ℝ => exp (t • A) * exp (t • B)) (A + B) 0 := by
    have h := (hasDerivAt_exp_smul_const A (0 : ℝ)).fun_mul
      (hasDerivAt_exp_smul_const B (0 : ℝ))
    simp only [zero_smul, NormedSpace.exp_zero, one_mul, mul_one] at h
    exact h
  have d2 : HasDerivAt (fun t : ℝ => exp (t • (A + B))) (A + B) 0 := by
    have h := hasDerivAt_exp_smul_const (A + B) (0 : ℝ)
    simp only [zero_smul, NormedSpace.exp_zero, one_mul] at h
    exact h
  have e2 : ∀ k : ℕ, exp (((2 : ℝ) ^ k)⁻¹ • (A + B)) ^ 2 ^ k = exp (A + B) := by
    intro k
    rw [← Matrix.exp_nsmul, ← Nat.cast_smul_eq_nsmul ℝ, smul_smul]
    simp
  have lim := product_limit (slope _ (by simp) d1) (slope _ (by simp) d2)
  simp only [e2] at lim
  have lim' := lim.add_const (exp (A + B))
  simp only [sub_add_cancel, zero_add] at lim'
  have herm : ∀ (s : ℝ) (C : Matrix n n ℂ), C.IsHermitian → (exp (s • C)).IsHermitian :=
    fun s C hC => Matrix.IsHermitian.exp
      (by simp [Matrix.IsHermitian, Matrix.conjTranspose_smul, hC.eq])
  -- the trace with `2^(k+1)` slices is at most the two-slice trace, in real part
  have bound : ∀ k : ℕ, ((exp (((2 : ℝ) ^ (k + 1))⁻¹ • A) *
      exp (((2 : ℝ) ^ (k + 1))⁻¹ • B)) ^ 2 ^ (k + 1)).trace.re ≤
      ((exp ((2⁻¹ : ℝ) • A) * exp ((2⁻¹ : ℝ) • B)) ^ 2).trace.re := by
    intro k
    induction k with
    | zero => simp
    | succ k ih =>
      refine le_trans ?_ ih
      have hs : ((2 : ℝ) ^ (k + 1 + 1))⁻¹ + ((2 : ℝ) ^ (k + 1 + 1))⁻¹
          = ((2 : ℝ) ^ (k + 1))⁻¹ := by
        rw [pow_succ (2 : ℝ) (k + 1)]
        ring
      have hh : ∀ C : Matrix n n ℂ, exp (((2 : ℝ) ^ (k + 1 + 1))⁻¹ • C) *
          exp (((2 : ℝ) ^ (k + 1 + 1))⁻¹ • C) = exp (((2 : ℝ) ^ (k + 1))⁻¹ • C) := by
        intro C
        rw [← Matrix.exp_add_of_commute _ _ (Commute.refl _), ← add_smul, hs]
      have h1 := (trace_pow_bounds (k + 1)).1 (exp (((2 : ℝ) ^ (k + 1 + 1))⁻¹ • A) *
        exp (((2 : ℝ) ^ (k + 1 + 1))⁻¹ • B))
      rw [trace_merge_slices (herm _ A hA) (herm _ B hB), hh, hh] at h1
      exact (Complex.re_le_norm _).trans h1
  have c : Continuous fun M : Matrix n n ℂ => M.trace.re :=
    Complex.continuous_re.comp continuous_id.matrix_trace
  refine le_of_tendsto ((c.tendsto _).comp lim') (eventually_atTop.2 ⟨1, fun k hk => ?_⟩)
  obtain ⟨j, rfl⟩ := Nat.exists_eq_add_of_le' hk
  exact bound j

/-- Hermitian `X`, `Y` commute if `Tr(X²Y²)` does not exceed `Tr((XY)²)` in real part. -/
theorem commute_of_trace_le {X Y : Matrix n n ℂ} (hX : X.IsHermitian) (hY : Y.IsHermitian)
    (h : (X * X * (Y * Y)).trace.re ≤ ((X * Y) ^ 2).trace.re) : X * Y = Y * X := by
  have hC : ((X * Y - Y * X) * (X * Y - Y * X)ᴴ).trace
      = 2 * ((X * X * (Y * Y)).trace - ((X * Y) ^ 2).trace) := by
    have t1 := Matrix.trace_mul_comm (X * Y * Y) X
    have t2 := Matrix.trace_mul_comm Y (X * X * Y)
    have t3 := Matrix.trace_mul_comm Y (X * Y * X)
    rw [conjTranspose_sub, conjTranspose_mul, conjTranspose_mul, hX.eq, hY.eq, pow_two]
    simp only [sub_mul, mul_sub, Matrix.trace_sub, mul_assoc] at t1 t2 t3 ⊢
    linear_combination t1 + t2 - t3
  have h0 : ∑ i, ∑ j, ‖(X * Y - Y * X) i j‖ ^ 2 ≤ 0 := by
    have h2 : ∀ z : ℂ, (2 * z).re = 2 * z.re := fun z => by simp
    rw [← trace_mul_conjTranspose_re, hC, h2, Complex.sub_re]
    linarith
  ext i j
  have h1 := (Finset.single_le_sum (f := fun j => ‖(X * Y - Y * X) i j‖ ^ 2)
    (fun _ _ => sq_nonneg _) (Finset.mem_univ j)).trans
    (Finset.single_le_sum (f := fun i => ∑ j, ‖(X * Y - Y * X) i j‖ ^ 2)
      (fun _ _ => Finset.sum_nonneg fun _ _ => sq_nonneg _) (Finset.mem_univ i))
  have h2 : ‖(X * Y - Y * X) i j‖ = 0 :=
    (pow_eq_zero_iff two_ne_zero).1 (le_antisymm (h1.trans h0) (sq_nonneg _))
  exact sub_eq_zero.1 (norm_eq_zero.1 h2)

/-- A matrix that commutes with `exp A`, for Hermitian `A`, commutes with `A`. -/
theorem commute_of_commute_exp {A X : Matrix n n ℂ} (hA : A.IsHermitian)
    (h : exp A * X = X * exp A) : A * X = X * A := by
  obtain ⟨U, V, d, hUV, hVU, hD⟩ : ∃ (U V : Matrix n n ℂ) (d : n → ℝ), U * V = 1 ∧
      V * U = 1 ∧ A = U * diagonal (fun i => (d i : ℂ)) * V :=
    ⟨hA.eigenvectorUnitary, star (hA.eigenvectorUnitary : Matrix n n ℂ), hA.eigenvalues,
      Unitary.mul_star_self_of_mem hA.eigenvectorUnitary.2,
      Unitary.star_mul_self_of_mem hA.eigenvectorUnitary.2, hA.spectral_theorem⟩
  have hE : exp A = U * diagonal (fun i => Complex.exp (d i)) * V := by
    have hp : exp (fun i => (d i : ℂ)) = fun i => Complex.exp (d i) := by
      funext i
      rw [Complex.exp_eq_exp_ℂ]
      first | exact Pi.exp_apply _ i | exact NormedSpace.exp_apply _ i | simp
    rw [hD, ← Matrix.inv_eq_right_inv hUV, Matrix.exp_conj _ _ ⟨⟨U, V, hUV, hVU⟩, rfl⟩,
      Matrix.exp_diagonal, hp]
  -- in the eigenbasis, only entries between equal eigenvalues survive
  have hZ : diagonal (fun i => Complex.exp (d i)) * (V * X * U)
      = V * X * U * diagonal (fun i => Complex.exp (d i)) := by
    calc _ = V * U * diagonal (fun i => Complex.exp (d i)) * (V * X * U) := by
          rw [hVU, one_mul]
      _ = V * (U * diagonal (fun i => Complex.exp (d i)) * V * X) * U := by
          simp only [mul_assoc]
      _ = V * (X * (U * diagonal (fun i => Complex.exp (d i)) * V)) * U := by rw [← hE, h]
      _ = V * X * U * diagonal (fun i => Complex.exp (d i)) * (V * U) := by
          simp only [mul_assoc]
      _ = _ := by rw [hVU, mul_one]
  have hW : diagonal (fun i => (d i : ℂ)) * (V * X * U)
      = V * X * U * diagonal (fun i => (d i : ℂ)) := by
    ext i j
    have hij := congrFun (congrFun hZ i) j
    rw [diagonal_mul, mul_diagonal] at hij ⊢
    by_cases hz : (V * X * U) i j = 0
    · simp [hz]
    · have h1 : Complex.exp (d i) = Complex.exp (d j) :=
        mul_right_cancel₀ hz (hij.trans (mul_comm _ _))
      have h2 : d i = d j := Real.exp_injective (by exact_mod_cast h1)
      rw [h2, mul_comm]
  calc A * X = U * diagonal (fun i => (d i : ℂ)) * V * X * (U * V) := by
        rw [hUV, mul_one, ← hD]
    _ = U * (diagonal (fun i => (d i : ℂ)) * (V * X * U)) * V := by simp only [mul_assoc]
    _ = U * (V * X * U * diagonal (fun i => (d i : ℂ))) * V := by rw [hW]
    _ = U * V * X * (U * diagonal (fun i => (d i : ℂ)) * V) := by simp only [mul_assoc]
    _ = X * A := by rw [hUV, one_mul, ← hD]

/-- Equality case of the Golden-Thompson inequality: for Hermitian `A` and `B`,
`Tr exp(A+B) = Tr(exp A exp B)` exactly when `A` and `B` commute. -/
theorem golden_thompson_eq_iff {A B : Matrix n n ℂ} (hA : A.IsHermitian)
    (hB : B.IsHermitian) :
    (exp (A + B)).trace = (exp A * exp B).trace ↔ A * B = B * A := by
  constructor
  · intro h
    have half : ∀ C : Matrix n n ℂ, C.IsHermitian → ((2⁻¹ : ℝ) • C).IsHermitian :=
      fun C hC => by simp [Matrix.IsHermitian, Matrix.conjTranspose_smul, hC.eq]
    have sq : ∀ C : Matrix n n ℂ, exp ((2⁻¹ : ℝ) • C) * exp ((2⁻¹ : ℝ) • C) = exp C := by
      intro C
      rw [← Matrix.exp_add_of_commute _ _ (Commute.refl _), ← add_smul,
        show (2⁻¹ + 2⁻¹ : ℝ) = 1 by norm_num, one_smul]
    -- the half-step factors commute, hence so do their generators
    have hc := commute_of_trace_le (half A hA).exp (half B hB).exp
      (by rw [sq, sq, ← h]; exact exact_le_two_slices hA hB)
    have h1 := commute_of_commute_exp (half A hA) hc
    have h2 := commute_of_commute_exp (half B hB) h1.symm
    simp only [smul_mul_assoc, mul_smul_comm, smul_smul] at h2
    exact (smul_right_injective _ (by norm_num : (2⁻¹ * 2⁻¹ : ℝ) ≠ 0) h2).symm
  · intro h
    rw [Matrix.exp_add_of_commute A B h]

/-- For Hermitian `T`, `V` and nonzero real `β`, the one-slice partition function equals the exact
one for `T + V` exactly when `T` and `V` commute. -/
theorem oneSlice_exact_iff {T V : Matrix n n ℂ} (hT : T.IsHermitian) (hV : V.IsHermitian)
    {β : ℝ} (hβ : β ≠ 0) :
    partitionFunction β (T + V) = oneSlice β T V ↔ T * V = V * T := by
  have herm : ∀ C : Matrix n n ℂ, C.IsHermitian → ((-β) • C).IsHermitian :=
    fun C hC => by rw [Matrix.IsHermitian, Matrix.conjTranspose_smul, hC.eq, star_trivial]
  rw [partitionFunction, oneSlice, smul_add, golden_thompson_eq_iff (herm T hT) (herm V hV)]
  simp only [smul_mul_assoc, mul_smul_comm, smul_smul]
  exact (smul_right_injective _ (mul_ne_zero (neg_ne_zero.2 hβ) (neg_ne_zero.2 hβ))).eq_iff

end GoldenThompsonEquality
```

```lean
#print axioms GoldenThompsonEquality.oneSlice_exact_iff
```

```
'GoldenThompsonEquality.oneSlice_exact_iff' depends on axioms: [propext, Classical.choice, Quot.sound]
```

## How the proof is organised

`trace_pow_bounds` proves $(a_k)$ and $(b_k)$ in one induction, since each step uses both. Its local fact `cs` is the entrywise estimate; `trace_mul_pow_comm` and `trace_merge_slices` supply the cyclic rearrangements.

`product_limit` contains the telescoping estimate, `tel`, proved by induction on the power. In `exact_le_two_slices`, derivatives at zero provide the common generator, `bound` iterates the slice doubling, and `le_of_tendsto` passes the inequality to the limit. The empty index set is treated separately because the norm argument needs $\|1\|=1$.

`commute_of_trace_le` evaluates the commutator norm through `trace_mul_conjTranspose_re`. `commute_of_commute_exp` is the eigenbasis argument, and the main theorem calls it twice before cancelling the factors of one half. The final theorem cancels $\beta^2$ in the same way.
